# Determinants of eigenorbitals of a fixed Fock matrix have stationary Tr(FD) under orbital rotations

The theorem `stationary` concerns a finite set of orbitals and a fixed, real, diagonal Fock matrix F, which does not respond to changes in the density. Let D be the diagonal density matrix with ones on an occupied set S and zeros elsewhere. The theorem says that Tr(F exp(tK) D exp(−tK)) has derivative zero at t = 0 for every real matrix K; when K is antisymmetric, the transformation is an orbital rotation. The proof takes the derivative from `hasDerivAt_rotatedEnergy`, which at t = 0 leaves the trace of F(KD − DK), and then tries to show that each diagonal entry in that trace is zero.

This version doesn't compile in Lean 4 with Mathlib:

```lean
import Mathlib

open Matrix
open NormedSpace (exp)

namespace Stationary

noncomputable section

variable {n : Type*} [Fintype n] [DecidableEq n]

/-- The occupation number of each orbital: one on the occupied set `S`, zero elsewhere. -/
def filling (S : Finset n) (q : n) : ℝ := if q ∈ S then 1 else 0

/-- The density matrix of the determinant with occupied set `S`, in the orbital basis. -/
def density (S : Finset n) : Matrix n n ℝ := diagonal (filling S)

/-- The energy `Tr (F exp(tK) A exp(-tK))` of a matrix `A` rotated by the generator `K`,
for a fixed Fock matrix `F` with orbital energies `e`. -/
def rotatedEnergy (e : n → ℝ) (A K : Matrix n n ℝ) (t : ℝ) : ℝ :=
  trace (diagonal e * exp (t • K) * A * exp (t • (-K)))

open scoped Matrix.Norms.Operator in
/-- Differentiating the rotated energy replaces the rotated matrix `A` by the commutator
of the generator with `A`. -/
theorem hasDerivAt_rotatedEnergy (e : n → ℝ) (A K : Matrix n n ℝ) (t : ℝ) :
    HasDerivAt (rotatedEnergy e A K) (rotatedEnergy e (K * A - A * K) K t) t := by
  have h := (((hasDerivAt_exp_smul_const K t).const_mul (diagonal e)).mul_const A).mul
    (hasDerivAt_exp_smul_const' (-K) t)
  -- the trace is a continuous linear map
  refine ((LinearMap.toContinuousLinearMap
    (Matrix.traceLinearMap n ℝ ℝ)).hasFDerivAt.comp_hasDerivAt t h).congr_deriv ?_
  change trace (diagonal e * (exp (t • K) * K) * A * exp (t • (-K))
      + diagonal e * exp (t • K) * A * (-K * exp (t • (-K))))
    = trace (diagonal e * exp (t • K) * (K * A - A * K) * exp (t • (-K)))
  refine congrArg trace ?_
  noncomm_ring

/-- Every determinant built from the eigenorbitals of the fixed Fock matrix is stationary
under orbital rotations. -/
theorem stationary (e : n → ℝ) (S : Finset n) (K : Matrix n n ℝ) :
    HasDerivAt (rotatedEnergy e (density S) K) 0 0 := by
  refine (hasDerivAt_rotatedEnergy e (density S) K 0).congr_deriv ?_
  simp only [rotatedEnergy, zero_smul, NormedSpace.exp_zero, mul_one]
  refine Finset.sum_eq_zero fun p _ => ?_
  rw [diag_apply, diagonal_mul, sub_apply, density, mul_diagonal, diagonal_mul]
  ring

end

end Stationary
```

Lean reports:

```
Main.lean:46:32: error: Ambiguous term
  sub_apply
Possible interpretations:
  _root_.sub_apply : ∀ (f g : ?m.61) (x : ?m.62), (f - g) x = f x - g x
  
  Matrix.sub_apply : ∀ (A B : Matrix ?m.61 ?m.62 ?m.63) (i : ?m.61) (j : ?m.62), (A - B) i j = A i j - B i j
Main.lean:42:54: error: unsolved goals
n : Type u_1
inst✝¹ : Fintype n
inst✝ : DecidableEq n
e : n → ℝ
S : Finset n
K : Matrix n n ℝ
p : n
x✝ : p ∈ Finset.univ
⊢ e p * (K * density S - density S * K) p p = 0
```

The first error is about a name. Because the file has `open Matrix`, the short name `sub_apply` can mean either `Matrix.sub_apply`, which gives an entry of a difference of matrices, or `_root_.sub_apply`, which gives the value of a difference `f - g` at a single argument. Lean finds both readings possible for the term given to `rw` and does not choose between them.

The second error shows the goal left over as a result. The rewrites with `diag_apply` and `diagonal_mul` have already brought out the factor `e p`, but the entry `(K * density S - density S * K) p p` has not been split.

The diff writes the name in full as `Matrix.sub_apply`, which removes the ambiguity and splits that entry into a difference of two entries. The remaining rewrites then unfold `density` and evaluate the two products, giving `K p p * filling S p - filling S p * K p p` inside the brackets. These terms cancel because real multiplication is commutative, and `ring` closes the goal.

This version goes through:

```diff
@@ -44,5 +44,5 @@
   simp only [rotatedEnergy, zero_smul, NormedSpace.exp_zero, mul_one]
   refine Finset.sum_eq_zero fun p _ => ?_
-  rw [diag_apply, diagonal_mul, sub_apply, density, mul_diagonal, diagonal_mul]
+  rw [diag_apply, diagonal_mul, Matrix.sub_apply, density, mul_diagonal, diagonal_mul]
   ring
 
```
